# For a twice continuously differentiable free energy, U and H are both independent of volume exactly when PV = RT

Take a fixed amount of gas at absolute temperature \(T\) in a volume \(V\), and suppose that its Helmholtz free energy is \(F=-T\,g(V)\) for some smooth function \(g\). The pressure is \(P=-\partial F/\partial V=T g'(V)\) and the entropy is \(S=-\partial F/\partial T=g(V)\). The internal energy and the enthalpy are then

\[
U=F+TS=0,\qquad H=U+PV=T\,V g'(V).
\]

The energy is independent of volume whatever \(g\) is. The enthalpy is independent of volume only if \(Vg'(V)\) is a constant \(R\), and then \(PV=RT\). This simplified gas has zero heat capacity at constant volume. Adding a function of \(T\) alone to \(F\) can supply one, and it changes neither \(P\) nor these conclusions about volume.

The physical question is whether the same holds for a gas about which less is known: if expansion at constant temperature changes neither \(U\) nor \(H\), must the gas obey \(PV=RT\)? It must, provided that \(F\) is twice continuously differentiable at all positive \(T\) and \(V\). Volume independence of \(U\) forces \(P\) to be proportional to \(T\), as in the example, and that of \(H\) then fixes the dependence on \(V\).

In Lean 4 with Mathlib:

```lean
import Mathlib

open Set

namespace JouleBoyleIdealGas

noncomputable section
```

## The gas and its free energy

The states are the pairs with \(T>0\) and \(V>0\). The free energy is a function `F : ℝ × ℝ → ℝ`, and only its values on this quadrant matter.

```lean
/-- The thermodynamic states `(T, V)` with positive temperature and positive volume. -/
def states : Set (ℝ × ℝ) := {p | 0 < p.1 ∧ 0 < p.2}
```

Pressure is minus the slope of \(F\) along an isotherm,

\[
P(T,V)=-\frac{\partial F}{\partial V}(T,V).
\]

```lean
/-- The pressure `P = -dF/dV` at fixed temperature. -/
def pressure (F : ℝ × ℝ → ℝ) (T V : ℝ) : ℝ := -deriv (fun v => F (T, v)) V
```

Entropy is minus the slope at fixed volume,

\[
S(T,V)=-\frac{\partial F}{\partial T}(T,V).
\]

This makes \(T\) the thermodynamic temperature and not an arbitrary empirical scale.

```lean
/-- The entropy `S = -dF/dT` at fixed volume. -/
def entropy (F : ℝ × ℝ → ℝ) (T V : ℝ) : ℝ := -deriv (fun t => F (t, V)) T
```

The internal energy follows by the Legendre relation \(U=F+TS\).

```lean
/-- The internal energy `U = F + T S = F - T dF/dT`. -/
def energy (F : ℝ × ℝ → ℝ) (T V : ℝ) : ℝ := F (T, V) + T * entropy F T V
```

The enthalpy adds the product of pressure and volume, \(H=U+PV\). It is kept as a function of \(T\) and \(V\), although textbooks usually take \(T\) and \(P\), or \(S\) and \(P\), as its variables.

```lean
/-- The enthalpy `H = U + P V`. -/
def enthalpy (F : ℝ × ℝ → ℝ) (T V : ℝ) : ℝ := energy F T V + pressure F T V * V
```

Independence of volume means \(X(T,V)=X(T,V')\) for every \(T>0\) and all \(V,V'>0\). The common value may change with \(T\).

```lean
/-- The quantity `X(T, V)` does not depend on the volume at any fixed temperature `T > 0`. -/
def IndepOfVolume (X : ℝ → ℝ → ℝ) : Prop :=
  ∀ T > 0, ∀ V > 0, ∀ V' > 0, X T V = X T V'
```

The equation of state is \(PV=RT\) with one number \(R\) for all states. For a fixed amount of a classical ideal gas, this \(R\) is the molar gas constant times the number of moles, or \(Nk_B\) for \(N\) particles. The definition allows any real \(R\): \(R=0\) describes a system without pressure, and mechanical stability, \(\partial P/\partial V<0\), would select \(R>0\).

```lean
/-- The equation of state `P V = R T` at all positive temperatures and volumes. -/
def IdealGasLaw (F : ℝ × ℝ → ℝ) (R : ℝ) : Prop :=
  ∀ T > 0, ∀ V > 0, pressure F T V * V = R * T
```

## Calculus on the quadrant

If \(f'(x)=0\) for all \(x>0\), then \(f(a)=f(b)\) for all positive \(a,b\). The mean value inequality gives \(|f(a)-f(b)|\le 0\cdot|a-b|\), because the half-line is convex.

```lean
/-- A function on the positive half-line whose derivative vanishes there is constant there. -/
theorem eq_of_deriv_zero {f : ℝ → ℝ} (h : ∀ x > 0, HasDerivAt f 0 x)
    {a b : ℝ} (ha : 0 < a) (hb : 0 < b) : f a = f b := by
  have key := Convex.norm_image_sub_le_of_norm_hasDerivWithin_le
    (f := f) (f' := fun _ => 0) (C := 0) (s := Ioi (0 : ℝ))
    (fun x hx => (h x hx).hasDerivWithinAt) (fun x _ => by simp)
    (convex_Ioi 0) hb ha
  rw [zero_mul] at key
  exact sub_eq_zero.mp (norm_le_zero_iff.mp key)
```

The quadrant is open, so each state has a neighbourhood inside it, and differentiability on the set becomes differentiability at each point.

```lean
/-- A free energy that is twice continuously differentiable on the positive states is so
at each of them. -/
theorem smooth_at {F : ℝ × ℝ → ℝ} (hF : ContDiffOn ℝ 2 F states)
    {T V : ℝ} (hT : 0 < T) (hV : 0 < V) : ContDiffAt ℝ 2 F (T, V) := by
  have ho : IsOpen states :=
    (isOpen_lt continuous_const continuous_fst).inter
      (isOpen_lt continuous_const continuous_snd)
  exact hF.contDiffAt (ho.mem_nhds ⟨hT, hV⟩)
```

For a differentiable \(G\), the chain rule along the lines \(t\mapsto(t,V)\) and \(v\mapsto(T,v)\) gives

\[
\frac{\partial G}{\partial T}=DG(1,0),\qquad \frac{\partial G}{\partial V}=DG(0,1).
\]

The values of \(G\) may lie in any normed space, since the lemma is applied both to \(F\) and to its total derivative \(DF\).

```lean
/-- The partial derivatives in `T` and in `V` of a function differentiable at `(T, V)` are
the values of its total derivative on the two coordinate directions. -/
theorem partials {E : Type*} [NormedAddCommGroup E] [NormedSpace ℝ E] {G : ℝ × ℝ → E}
    {T V : ℝ} (h : DifferentiableAt ℝ G (T, V)) :
    HasDerivAt (fun t => G (t, V)) (fderiv ℝ G (T, V) (1, 0)) T ∧
    HasDerivAt (fun v => G (T, v)) (fderiv ℝ G (T, V) (0, 1)) V := by
  have pT : HasDerivAt (fun t : ℝ => (t, V)) ((1 : ℝ), (0 : ℝ)) T :=
    (hasDerivAt_id' T).prodMk (hasDerivAt_const T V)
  have pV : HasDerivAt (fun v : ℝ => (T, v)) ((0 : ℝ), (1 : ℝ)) V :=
    (hasDerivAt_const V T).prodMk (hasDerivAt_id' V)
  exact ⟨h.hasFDerivAt.comp_hasDerivAt T pT, h.hasFDerivAt.comp_hasDerivAt V pV⟩
```

## From the Maxwell relation to the energy equation

The mixed second derivatives of \(F\) agree, so

\[
\frac{\partial S}{\partial V}=-\frac{\partial^2F}{\partial V\,\partial T}
=-\frac{\partial^2F}{\partial T\,\partial V}=\frac{\partial P}{\partial T}.
\]

In the proof, `hP` and `hS` express the two outer derivatives through the second total derivative, evaluated on the coordinate directions in opposite orders. The symmetry `hsym` identifies them.

```lean
/-- Maxwell relation: for a twice continuously differentiable free energy, the pressure is
differentiable in `T`, the entropy is differentiable in `V`, and `dS/dV = dP/dT`. -/
theorem maxwell {F : ℝ × ℝ → ℝ} (hF : ContDiffOn ℝ 2 F states)
    {T V : ℝ} (hT : 0 < T) (hV : 0 < V) :
    HasDerivAt (fun t => pressure F t V) (deriv (fun t => pressure F t V) T) T ∧
    HasDerivAt (fun v => entropy F T v) (deriv (fun t => pressure F t V) T) V := by
  have hc := smooth_at hF hT hV
  have hd : DifferentiableAt ℝ (fderiv ℝ F) (T, V) :=
    (hc.fderiv_right (m := 1) (le_of_eq one_add_one_eq_two)).differentiableAt (by norm_num)
  obtain ⟨dT, dV⟩ := partials hd
  have hP : HasDerivAt (fun t => pressure F t V)
      (-(fderiv ℝ (fderiv ℝ F) (T, V) (1, 0) (0, 1))) T := by
    have h1 := ((dT.clm_apply (hasDerivAt_const T ((0 : ℝ), (1 : ℝ)))).fun_neg).congr_deriv
      (g' := -(fderiv ℝ (fderiv ℝ F) (T, V) (1, 0) (0, 1))) (by simp)
    refine h1.congr_of_eventuallyEq ?_
    filter_upwards [Ioi_mem_nhds hT] with t ht
    show -deriv (fun v => F (t, v)) V = _
    rw [(partials ((smooth_at hF ht hV).differentiableAt (by norm_num))).2.deriv]
  have hS : HasDerivAt (fun v => entropy F T v)
      (-(fderiv ℝ (fderiv ℝ F) (T, V) (0, 1) (1, 0))) V := by
    have h1 := ((dV.clm_apply (hasDerivAt_const V ((1 : ℝ), (0 : ℝ)))).fun_neg).congr_deriv
      (g' := -(fderiv ℝ (fderiv ℝ F) (T, V) (0, 1) (1, 0))) (by simp)
    refine h1.congr_of_eventuallyEq ?_
    filter_upwards [Ioi_mem_nhds hV] with v hv
    show -deriv (fun t => F (t, v)) T = _
    rw [(partials ((smooth_at hF hT hv).differentiableAt (by norm_num))).1.deriv]
  -- the second derivative is a symmetric bilinear form
  have hsym := (hc.isSymmSndFDerivAt (by simp)) (0, 1) (1, 0)
  rw [hP.deriv]
  exact ⟨hP, hS.congr_deriv (by rw [hsym])⟩
```

Differentiating \(U=F+TS\) at fixed \(T\) and inserting the Maxwell relation gives

\[
\frac{\partial U}{\partial V}=-P+T\frac{\partial S}{\partial V}=T\frac{\partial P}{\partial T}-P.
\]

The terms `h1` and `h2` are the derivatives of \(F\) and of the sum.

```lean
/-- The energy equation `dU/dV = T dP/dT - P` for a twice continuously differentiable
free energy. -/
theorem energy_equation {F : ℝ × ℝ → ℝ} (hF : ContDiffOn ℝ 2 F states)
    {T V : ℝ} (hT : 0 < T) (hV : 0 < V) :
    HasDerivAt (fun v => energy F T v)
      (T * deriv (fun t => pressure F t V) T - pressure F T V) V := by
  have h1 := (partials ((smooth_at hF hT hV).differentiableAt
    (by norm_num))).2.differentiableAt.hasDerivAt
  have h2 := h1.fun_add ((maxwell hF hT hV).2.const_mul T)
  refine HasDerivAt.congr_deriv h2 ?_
  have hp : pressure F T V = -deriv (fun v => F (T, v)) V := rfl
  linear_combination hp
```

## Joule's condition makes the pressure proportional to T

Suppose that \(U\) is independent of volume. Then \(\partial U/\partial V=0\), and the energy equation gives \(T\,\partial P/\partial T=P\). Hence

\[
\frac{\partial}{\partial T}\!\left(\frac PT\right)=\frac{T\,\partial P/\partial T-P}{T^2}=0,
\]

so \(P/T\) at volume \(V\) equals its value at \(T=1\), which means \(P(T,V)=T\,P(1,V)\). Here 1 is one unit of temperature.

Conversely, if \(P(T,V)=T\,P(1,V)\), then \(\partial P/\partial T=P(1,V)\) and

\[
\frac{\partial U}{\partial V}=T\,P(1,V)-P(T,V)=0,
\]

so \(U\) is constant along each isotherm. The two bullets of the proof are these two directions, and each uses the constancy lemma `eq_of_deriv_zero`, the first in the variable \(T\) and the second in \(V\).

```lean
/-- Joule's condition: for a twice continuously differentiable free energy, `U` is independent
of the volume iff the pressure at each fixed volume is proportional to `T`. -/
theorem joule_iff {F : ℝ × ℝ → ℝ} (hF : ContDiffOn ℝ 2 F states) :
    IndepOfVolume (energy F) ↔
      ∀ T > 0, ∀ V > 0, pressure F T V = T * pressure F 1 V := by
  constructor
  · intro hU T hT V hV
    -- `P / T` has zero temperature derivative
    have hder : ∀ t > 0, HasDerivAt (fun s => pressure F s V / s) 0 t := by
      intro t ht
      have h0 : HasDerivAt (fun v => energy F t v) 0 V := by
        refine (hasDerivAt_const V (energy F t V)).congr_of_eventuallyEq ?_
        filter_upwards [Ioi_mem_nhds hV] with v hv
        exact hU t ht v hv V hV
      have h1 := (energy_equation hF ht hV).unique h0
      refine ((maxwell hF ht hV).1.fun_div (hasDerivAt_id' t) ht.ne').congr_deriv ?_
      rw [div_eq_zero_iff]
      left
      linear_combination h1
    have key : pressure F T V / T = pressure F 1 V / 1 :=
      eq_of_deriv_zero hder hT one_pos
    rw [div_one, div_eq_iff hT.ne'] at key
    linear_combination key
  · intro hP T hT V hV V' hV'
    refine eq_of_deriv_zero (f := fun v => energy F T v) (fun v hv => ?_) hV hV'
    have h1 : HasDerivAt (fun t => pressure F t v) (pressure F 1 v) T := by
      refine (((hasDerivAt_id' T).mul_const (pressure F 1 v)).congr_deriv
        (one_mul _)).congr_of_eventuallyEq ?_
      filter_upwards [Ioi_mem_nhds hT] with t ht
      exact hP t ht v hv
    refine (energy_equation hF hT hv).congr_deriv ?_
    rw [h1.deriv, hP T hT v hv, sub_self]
```

## Adding the enthalpy gives the ideal gas law

If \(U\) and \(H\) are both independent of volume, so is their difference \(PV\), which is Boyle's law. Comparing the volume \(V\) with the volume 1 and using the proportionality just found,

\[
P(T,V)\,V=P(T,1)=T\,P(1,1).
\]

This is the ideal gas law with \(R=P(1,1)\). In the other direction, \(PV=RT\) gives \(P(T,V)V=RT=T\,P(1,V)V\). Dividing by \(V\) yields the proportionality, so \(U\) is independent of volume, and so is \(H=U+RT\).

In words, the theorem takes any \(F\) that is twice continuously differentiable on the quadrant (`ContDiffOn ℝ 2 F states`). It states that \(U\) and \(H\) are both independent of volume at each temperature if and only if some real \(R\) satisfies \(PV=RT\) at all states. The smoothness assumption stands for a gas without a condensation boundary, since \(\partial P/\partial V\) jumps where a liquid and its vapour begin to coexist. A substance that condenses violates it, so for such a substance the theorem describes an idealisation. The theorem also presupposes exact constancy at all positive \(T\) and \(V\), whereas measurements have finite accuracy and cover a limited range of states.

In a simulation, the mean energy and the pressure along an isotherm give \(U\) and \(H\). For a model fluid whose free energy meets the smoothness assumption, their constancy on every isotherm is equivalent to \(PV=RT\). Absence of interactions is not enough for this: the energy of a free electron gas with a fixed number of electrons rises on compression at constant temperature.

```lean
/-- For a twice continuously differentiable free energy, the internal energy and the enthalpy
are both independent of the volume at each temperature iff `P V = R T` for some real
constant `R`. -/
theorem ideal_gas_iff {F : ℝ × ℝ → ℝ} (hF : ContDiffOn ℝ 2 F states) :
    (IndepOfVolume (energy F) ∧ IndepOfVolume (enthalpy F)) ↔ ∃ R, IdealGasLaw F R := by
  constructor
  · rintro ⟨hU, hH⟩
    refine ⟨pressure F 1 1, fun T hT V hV => ?_⟩
    -- subtracting `U` from `H` leaves Boyle's law
    have h1 := hU T hT V hV 1 one_pos
    have h2 := hH T hT V hV 1 one_pos
    have h3 := (joule_iff hF).mp hU T hT 1 one_pos
    unfold enthalpy at h2
    linear_combination h2 - h1 + h3
  · rintro ⟨R, hR⟩
    have hU : IndepOfVolume (energy F) := by
      refine (joule_iff hF).mpr fun T hT V hV => mul_right_cancel₀ hV.ne' ?_
      linear_combination hR T hT V hV - T * hR 1 one_pos V hV
    refine ⟨hU, fun T hT V hV V' hV' => ?_⟩
    unfold enthalpy
    rw [hU T hT V hV V' hV', hR T hT V hV, hR T hT V' hV']
```

## The free energy of the ideal gas

With \(PV=RT\), the sum \(F+RT\log V\) has the volume derivative \(-P+RT/V=0\). Comparing \(V\) with 1, where the logarithm vanishes, gives

\[
F(T,V)=F(T,1)-RT\log V,
\]

with \(V\) measured in the chosen unit of volume. The function \(F(T,1)\) stays free. It carries the heat capacity, which the equation of state does not determine.

```lean
/-- A twice continuously differentiable free energy with `P V = R T` has the volume dependence
`F(T, V) = F(T, 1) - R T log V`. -/
theorem ideal_free_energy {F : ℝ × ℝ → ℝ} (hF : ContDiffOn ℝ 2 F states) {R : ℝ}
    (hR : IdealGasLaw F R) {T V : ℝ} (hT : 0 < T) (hV : 0 < V) :
    F (T, V) = F (T, 1) - R * T * Real.log V := by
  have hder : ∀ v > 0, HasDerivAt (fun v => F (T, v) + R * T * Real.log v) 0 v := by
    intro v hv
    have h1 := (partials ((smooth_at hF hT hv).differentiableAt
      (by norm_num))).2.differentiableAt.hasDerivAt
    refine (h1.fun_add ((Real.hasDerivAt_log hv.ne').const_mul (R * T))).congr_deriv ?_
    have hp : pressure F T v = -deriv (fun v => F (T, v)) v := rfl
    rw [← hR T hT v hv, mul_assoc, mul_inv_cancel₀ hv.ne', hp]
    ring
  have key : F (T, V) + R * T * Real.log V = F (T, 1) + R * T * Real.log 1 :=
    eq_of_deriv_zero hder hV one_pos
  rw [Real.log_one] at key
  linear_combination key
```

## Two free energies that meet one condition each

For \(F=-TV\), the opening example with \(g(V)=V\), one finds \(P=T\), \(S=V\), \(U=0\) and \(H=TV\). The energy is independent of volume, but \(PV=TV\) is not. The pressure does not fall on expansion, so this function fails the stability condition \(\partial P/\partial V<0\) and serves only as a mathematical example. The last section gives a mechanically stable one.

For \(F=T^2/V\) one finds

\[
P=\frac{T^2}{V^2},\quad S=-\frac{2T}{V},\quad U=-\frac{T^2}{V},\quad H=-\frac{T^2}{V}+\frac{T^2}{V}=0.
\]

Now the enthalpy is independent of volume, but \(PV=T^2/V\) is not. This second function has the negative heat capacity \(T\,\partial S/\partial T=-2T/V\), so it separates the two conditions mathematically without describing a stable substance.

In both cases the proof excludes every \(R\) by comparing \(V=1\) with \(V=2\) at \(T=1\): the product \(PV\) takes the values 1 and 2 in the first case, and 1 and \(1/2\) in the second.

```lean
/-- Neither condition suffices alone: `F = -T V` has `U` independent of the volume,
`F = T² / V` has `H` independent of the volume, and neither obeys `P V = R T` for any `R`. -/
theorem both_needed :
    (ContDiffOn ℝ 2 (fun p : ℝ × ℝ => -(p.1 * p.2)) states ∧
      IndepOfVolume (energy fun p => -(p.1 * p.2)) ∧
      ¬ ∃ R, IdealGasLaw (fun p => -(p.1 * p.2)) R) ∧
    (ContDiffOn ℝ 2 (fun p : ℝ × ℝ => p.1 ^ 2 / p.2) states ∧
      IndepOfVolume (enthalpy fun p => p.1 ^ 2 / p.2) ∧
      ¬ ∃ R, IdealGasLaw (fun p => p.1 ^ 2 / p.2) R) := by
  have p1 : ∀ T V : ℝ, pressure (fun p => -(p.1 * p.2)) T V = T := by
    intro T V
    have h := (((hasDerivAt_id' V).const_mul T).fun_neg).deriv
    show -deriv (fun v => -(T * v)) V = T
    rw [h]
    ring
  have c1 : ContDiffOn ℝ 2 (fun p : ℝ × ℝ => -(p.1 * p.2)) states :=
    (contDiff_fst.mul contDiff_snd).neg.contDiffOn
  have p2 : ∀ T V : ℝ, 0 < V → pressure (fun p => p.1 ^ 2 / p.2) T V = T ^ 2 / V ^ 2 := by
    intro T V hV
    have h := ((hasDerivAt_const V (T ^ 2)).fun_div (hasDerivAt_id' V) hV.ne').deriv
    show -deriv (fun v => T ^ 2 / v) V = _
    rw [h]
    ring
  have s2 : ∀ T V : ℝ, entropy (fun p => p.1 ^ 2 / p.2) T V = -(2 * T / V) := by
    intro T V
    have h := ((hasDerivAt_pow 2 T).div_const V).deriv
    show -deriv (fun t => t ^ 2 / V) T = _
    rw [h]
    norm_num
  -- the enthalpy of the second example vanishes identically
  have e2 : ∀ T V : ℝ, 0 < V → enthalpy (fun p => p.1 ^ 2 / p.2) T V = 0 := by
    intro T V hV
    have h : T ^ 2 / V ^ 2 * V = T ^ 2 / V := by field_simp
    unfold enthalpy energy
    rw [p2 T V hV, s2, h]
    ring
  refine ⟨⟨c1, (joule_iff c1).mpr fun T _ V _ => by rw [p1, p1, mul_one], ?_⟩,
    ⟨(contDiff_fst.pow 2).contDiffOn.div contDiff_snd.contDiffOn fun p hp => hp.2.ne',
      fun T _ V hV V' hV' => by rw [e2 T V hV, e2 T V' hV'], ?_⟩⟩
  · rintro ⟨R, hR⟩
    have h1 := hR 1 one_pos 1 one_pos
    have h2 := hR 1 one_pos 2 two_pos
    rw [p1] at h1 h2
    linarith
  · rintro ⟨R, hR⟩
    have h1 := hR 1 one_pos 1 one_pos
    have h2 := hR 1 one_pos 2 two_pos
    rw [p2 1 1 one_pos] at h1
    rw [p2 1 2 two_pos] at h2
    norm_num at h1 h2
    linarith

end

end JouleBoyleIdealGas
```

## The dilute limit

The choice \(g(V)=R(\log V-B/V)\) in the opening example, with a constant \(B\), gives

\[
PV=RT\left(1+\frac BV\right),\qquad U=0,\qquad H=RT\left(1+\frac BV\right).
\]

For \(R>0\) and \(B>0\) this is a mechanically stable model gas with a temperature-independent second virial coefficient. For \(R>0\) and \(B<0\) the formula can serve only at large volumes, since it gives \(\partial P/\partial V>0\), a mechanical instability, at \(V<2|B|\). For \(RB\neq0\) the energy is independent of volume and the enthalpy is not. The volume dependence of the enthalpy fades as \(V\to\infty\) at fixed \(T\), where \(PV\) tends to \(RT\).

```lean
#print axioms JouleBoyleIdealGas.ideal_gas_iff
-- 'JouleBoyleIdealGas.ideal_gas_iff' depends on axioms: [propext, Classical.choice, Quot.sound]
#print axioms JouleBoyleIdealGas.ideal_free_energy
-- 'JouleBoyleIdealGas.ideal_free_energy' depends on axioms: [propext, Classical.choice, Quot.sound]
#print axioms JouleBoyleIdealGas.both_needed
-- 'JouleBoyleIdealGas.both_needed' depends on axioms: [propext, Classical.choice, Quot.sound]
```
